# The Anderson integral is the particle number minus the overlap tr(PQ) of the old and new occupied spaces

For non-interacting fermions with finitely many orbitals, the Anderson integral sums |⟨f_i|h_j⟩|² over the orbitals f_i occupied before a perturbation and the orbitals h_j left empty after it. The theorem `andersonIntegral_eq` says that this sum is N − Re tr(PQ), where P = FF†, Q = GG†, and N is the number of columns of F, one for each particle. It assumes that the columns of F are orthonormal and that GG† + HH† = 1, but does not separately assume that the columns of G or H are orthonormal. The proof takes the trace of MM† + KK† = 1, with M = F†G and K = F†H, and identifies the trace of MM† with tr(PQ) and that of KK† with the Anderson integral.

Lean 4 with Mathlib refuses this proof:

```lean
import Mathlib

open Matrix Filter Topology
open scoped ComplexOrder

namespace AndersonIntegralEq

variable {m n u : Type*} [Fintype m] [Fintype n] [Fintype u] [DecidableEq m] [DecidableEq n]

/-- The Anderson integral: the sum of `|⟨f_i|h_j⟩|²` over the orbitals `f_i` occupied before the
perturbation and the orbitals `h_j` left empty after it. -/
noncomputable def andersonIntegral (F : Matrix m n ℂ) (H : Matrix m u ℂ) : ℝ :=
  ∑ i, ∑ j, ‖(Fᴴ * H) i j‖ ^ 2

/-- If the orbitals `F` are orthonormal, and the occupied orbitals `G` and empty orbitals `H`
together resolve the identity, then the amplitudes obey `M M† + K K† = 1`
with `M = F† G` and `K = F† H`. -/
theorem amplitudes_complete (F G : Matrix m n ℂ) (H : Matrix m u ℂ)
    (hF : Fᴴ * F = 1) (hGH : G * Gᴴ + H * Hᴴ = 1) :
    (Fᴴ * G) * (Fᴴ * G)ᴴ + (Fᴴ * H) * (Fᴴ * H)ᴴ = 1 := by
  calc (Fᴴ * G) * (Fᴴ * G)ᴴ + (Fᴴ * H) * (Fᴴ * H)ᴴ
      = Fᴴ * (G * Gᴴ + H * Hᴴ) * F := by
        simp only [Matrix.conjTranspose_mul, Matrix.conjTranspose_conjTranspose,
          Matrix.mul_add, Matrix.add_mul, Matrix.mul_assoc]
    _ = 1 := by rw [hGH, Matrix.mul_one, hF]

/-- For orthonormal `F`, and `G`, `H` together resolving the identity, the Anderson integral
is `N - tr (P Q)` with `P = F F†`, `Q = G G†` and `N` the number of particles. -/
theorem andersonIntegral_eq (F G : Matrix m n ℂ) (H : Matrix m u ℂ)
    (hF : Fᴴ * F = 1) (hGH : G * Gᴴ + H * Hᴴ = 1) :
    andersonIntegral F H = Fintype.card n - ((F * Fᴴ) * (G * Gᴴ)).trace.re := by
  -- cyclicity of the trace
  have hPQ : ((F * Fᴴ) * (G * Gᴴ)).trace = ((Fᴴ * G) * (Fᴴ * G)ᴴ).trace := by
    rw [Matrix.mul_assoc F, Matrix.trace_mul_comm F]
    simp only [Matrix.conjTranspose_mul, Matrix.conjTranspose_conjTranspose, Matrix.mul_assoc]
  -- the Anderson integral is the trace of `K K†`
  have hK : ((Fᴴ * H) * (Fᴴ * H)ᴴ).trace = (andersonIntegral F H : ℂ) := by
    generalize hKdef : Fᴴ * H = K
    simp only [andersonIntegral, hKdef, Matrix.trace, Matrix.diag_apply, Matrix.mul_apply K,
      Matrix.conjTranspose_apply, Complex.ofReal_sum]
    refine Finset.sum_congr rfl fun i _ => Finset.sum_congr rfl fun j _ => ?_
    rw [Complex.star_def, Complex.mul_conj, Complex.normSq_eq_norm_sq]
  have h := congrArg (fun A => (Matrix.trace A).re) (amplitudes_complete F G H hF hGH)
  simp only [Matrix.trace_add, Matrix.trace_one, Complex.add_re, hK, Complex.ofReal_re,
    Complex.natCast_re] at h
  rw [hPQ]
  linarith

end AndersonIntegralEq
```

The error:

```
Main.lean:39:73: error: Function expected at
  Matrix.mul_apply
but this term has type
  (?m.204 * ?m.205) ?m.206 ?m.207 = ∑ j, ?m.204 ?m.206 j * ?m.205 j ?m.207

Note: Expected a function because this term is being applied to the argument
  K
Main.lean:42:8: error: Tactic `rewrite` failed: Did not find an occurrence of the pattern
  star
in the target expression
  (fun j => K i j) j * (fun j => Kᴴ j i) j = ↑(‖K i j‖ ^ 2)

m : Type u_1
n : Type u_2
u : Type u_3
inst✝⁴ : Fintype m
inst✝³ : Fintype n
inst✝² : Fintype u
inst✝¹ : DecidableEq m
inst✝ : DecidableEq n
F G : Matrix m n ℂ
H : Matrix m u ℂ
hF : Fᴴ * F = 1
hGH : G * Gᴴ + H * Hᴴ = 1
hPQ : (F * Fᴴ * (G * Gᴴ)).trace = (Fᴴ * G * (Fᴴ * G)ᴴ).trace
K : Matrix n u ℂ
hKdef : Fᴴ * H = K
i : n
x✝¹ : i ∈ Finset.univ
j : u
x✝ : j ∈ Finset.univ
⊢ (fun j => K i j) j * (fun j => Kᴴ j i) j = ↑(‖K i j‖ ^ 2)

Note: The target expression is not type-correct under the `implicit` transparency level, which may have triggered the failure. This is usually caused by unfolding of semireducible definitions in prior tactic steps. Use `set_option linter.tacticCheckInstances true` to investigate the source of the issue.
Full error:
  function expected
    K i
Main.lean:40:6: warning: This simp argument is unused:
  Matrix.conjTranspose_apply

Hint: Omit it from the simp argument list.
  [apply] simp only [andersonIntegral, hKdef, Matrix.trace, Matrix.diag_apply, Matrix.mul_apply K, Complex.ofReal_sum]

Note: This linter can be disabled with `set_option linter.unusedSimpArgs false`
```

What went wrong. The first error is in the `simp only` call that proves `hK`. The matrices in `Matrix.mul_apply` are implicit arguments, so the lemma is already an equation and can't be applied to `K`.

Lean reported this and went on without the lemma, which led to the other two messages. The product `K * Kᴴ` was not expanded, so `Matrix.conjTranspose_apply` found no entry of `Kᴴ` to rewrite and was reported unused. `Finset.sum_congr` then matched the sums only by unfolding the product's definition, which left the factor `(fun j => Kᴴ j i) j`. No `star` was visible there, so `rw [Complex.star_def]` failed.

Plain `Matrix.mul_apply` cures all three, since it exposes the entries of `Kᴴ`, which `Matrix.conjTranspose_apply` turns into `star (K i j)`.

The repair also unfolds `andersonIntegral` before `generalize`, so that `Fᴴ * H` becomes `K` on both sides at once. This makes `hKdef` unnecessary and leaves no `Fᴴ * H` for the now unrestricted `Matrix.mul_apply` to expand. The messages don't show whether the proof would have failed without this reordering.

After these edits no error is left:

```diff
@@ -36,6 +36,7 @@
   -- the Anderson integral is the trace of `K K†`
   have hK : ((Fᴴ * H) * (Fᴴ * H)ᴴ).trace = (andersonIntegral F H : ℂ) := by
-    generalize hKdef : Fᴴ * H = K
-    simp only [andersonIntegral, hKdef, Matrix.trace, Matrix.diag_apply, Matrix.mul_apply K,
+    unfold andersonIntegral
+    generalize Fᴴ * H = K
+    simp only [Matrix.trace, Matrix.diag_apply, Matrix.mul_apply,
       Matrix.conjTranspose_apply, Complex.ofReal_sum]
     refine Finset.sum_congr rfl fun i _ => Finset.sum_congr rfl fun j _ => ?_
```
